# A self-energy slope $s \neq 1$ at a quasiparticle energy gives the pole weight $1/(1-s)$

Once an electronic-structure calculation has found a quasiparticle energy $x_0$ for one level, the self-energy can be differentiated there and the number $1/(1-s)$, with $s$ the slope, reported as the weight of the peak. This step reads the strength of a pole from a local derivative, without a scan of the propagator over frequency. It is justified below for a single level with a scalar self-energy that is complex differentiable at $x_0$.

## From the quasiparticle equation to the weight

Let $\varepsilon$ be the bare energy of the level and $S(z)$ its self-energy at complex frequency $z$. The inverse propagator and the propagator are

$$D(z) = z - \varepsilon - S(z), \qquad G(z) = \frac{1}{D(z)}.$$

Suppose that $x_0$ solves the quasiparticle equation $x_0 = \varepsilon + S(x_0)$ and that $S$ has complex derivative $s \neq 1$ at $x_0$. The claim is that

$$(z-x_0)\,G(z) \to Z = \frac{1}{1-s} \qquad (z \to x_0,\ z \neq x_0).$$

The quasiparticle equation says that $D(x_0)=0$. For $z \neq x_0$, therefore,

$$\frac{D(z)}{z-x_0} = \frac{D(z)-D(x_0)}{z-x_0} = 1 - \frac{S(z)-S(x_0)}{z-x_0} \to 1-s.$$

Since $1-s \neq 0$, the quotient is nonzero for all $z \neq x_0$ close enough to $x_0$. So $D$ has no other zero there, $G$ is well defined, and taking reciprocals gives the claim.

If $s=1$, the quotient tends to zero instead. Provided that $D$ has no other zeros near $x_0$, its reciprocal $(z-x_0)G(z)$ then grows without bound in modulus, and no finite weight exists. A purely mathematical example is $D(z)=(z-x_0)^2$, where $G$ has a double pole; the self-energy that it requires, $S(z)=z-\varepsilon-(z-x_0)^2$, grows without bound at large $|z|$ and is not a physical one.

## Splitting off an analytic background

Now let $S$ be analytic at $x_0$, again with $s \neq 1$. The zero of $D$ can be divided out: $D(z) = (z-x_0)\,q(z)$, with $q$ analytic at $x_0$ and $q(x_0)=1-s$. Hence $k = 1/q$ is also analytic at $x_0$, and $k(x_0)=Z$. The difference $k(z)-k(x_0)$ vanishes at $x_0$, so a second division gives $k(z) = Z + (z-x_0)R(z)$ with $R$ analytic at $x_0$. Near $x_0$, then,

$$G(z) = \frac{k(z)}{z-x_0} = \frac{Z}{z-x_0} + R(z).$$

The first term is the quasiparticle peak and the second the background. The split is local: $R$ may have poles of its own further away, such as satellites.

## A level coupled to one other level

Let the level $\varepsilon$ be coupled to a level $d$ by the same matrix element $v$ in both directions. Eliminating the second level gives $S(z) = v^2/(z-d)$, whose slope at $x_0 \neq d$ is $s = -v^2/(x_0-d)^2$. Then

$$1-s = \frac{(x_0-d)^2+v^2}{(x_0-d)^2}, \qquad Z = \frac{(x_0-d)^2}{(x_0-d)^2+v^2},$$

provided that $(x_0-d)^2+v^2 \neq 0$. For real parameters this condition follows from $x_0 \neq d$. The eigenvector of the two-level Hamiltonian at energy $x_0$ is then proportional to $(x_0-d,\,v)$, and $Z$ is the squared component of the normalised eigenvector on the level $\varepsilon$.

## The propagator and its inverse in Lean

The self-energy is an arbitrary function `S : ℂ → ℂ`, and each theorem adds the regularity that it needs.

```lean
import Mathlib

open Filter Topology

namespace QuasiparticleResidue

noncomputable section

/-- The inverse propagator `z - ε - S(z)` of a level `ε` with self-energy `S`. -/
def inversePropagator (ε : ℂ) (S : ℂ → ℂ) (z : ℂ) : ℂ := z - ε - S z

/-- The propagator `G(z) = 1 / (z - ε - S(z))`, meaningful at those `z` where the
inverse propagator does not vanish. -/
def propagator (ε : ℂ) (S : ℂ → ℂ) (z : ℂ) : ℂ := 1 / inversePropagator ε S z
```

Lean sets `1 / 0` to `0`, so `propagator` has a value even at a zero of the inverse propagator; that value carries no physics, and the limits below never use the point $x_0$ itself.

The model has one level and a scalar self-energy, as when off-diagonal elements are neglected. A solution $x_0$ is supplied as a hypothesis, not constructed. It may be complex, and so may the weight, which is a probability only under further assumptions on $S$.

## The slope of the inverse propagator

The hypothesis `HasDerivAt S s x₀` says that $S$ has complex derivative $s$ at $x_0$, with the same limit from every direction in the plane. Physically, $x_0$ must not sit on a pole of the self-energy or on a branch cut across which it jumps. For a quasiparticle with a finite lifetime, `S` would stand for the self-energy continued analytically to the complex pole.

```lean
/-- If the self-energy has slope `s` at `x₀`, the inverse propagator has slope `1 - s` there. -/
theorem hasDerivAt_inversePropagator {ε x₀ s : ℂ} {S : ℂ → ℂ} (hS : HasDerivAt S s x₀) :
    HasDerivAt (inversePropagator ε S) (1 - s) x₀ :=
  ((hasDerivAt_id' x₀).sub_const ε).fun_sub hS
```

The proof differentiates $z - \varepsilon - S(z)$ term by term. The next theorem turns the derivative into the limit of $D(z)/(z-x_0)$.

```lean
/-- At a solution `x₀` of the quasiparticle equation, where the self-energy has slope `s`,
the inverse propagator divided by `z - x₀` tends to `1 - s`. -/
theorem tendsto_inversePropagator_div {ε x₀ s : ℂ} {S : ℂ → ℂ}
    (hS : HasDerivAt S s x₀) (hx : x₀ = ε + S x₀) :
    Tendsto (fun z => inversePropagator ε S z / (z - x₀)) (𝓝[≠] x₀) (𝓝 (1 - s)) := by
  -- the quasiparticle equation says that the inverse propagator vanishes at `x₀`
  have h0 : inversePropagator ε S x₀ = 0 := by
    unfold inversePropagator
    linear_combination hx
  refine (hasDerivAt_iff_tendsto_slope.mp
    (hasDerivAt_inversePropagator (ε := ε) hS)).congr (fun z => ?_)
  rw [slope_def_field, h0, sub_zero]
```

The filter `𝓝[≠] x₀` expresses that $z$ approaches $x_0$ through other points. The hypothesis `hx` is the quasiparticle equation, and `h0` derives $D(x_0)=0$ from it. Lean's `slope` is the difference quotient, and inserting `h0` removes the term $D(x_0)$ from its numerator.

## Isolation of the solution and the weight

```lean
/-- A solution `x₀` of the quasiparticle equation at which the self-energy has a slope
different from `1` is isolated: the inverse propagator has no other zero near `x₀`. -/
theorem inversePropagator_ne_zero_near {ε x₀ s : ℂ} {S : ℂ → ℂ}
    (hS : HasDerivAt S s x₀) (hx : x₀ = ε + S x₀) (hs : s ≠ 1) :
    ∀ᶠ z in 𝓝[≠] x₀, inversePropagator ε S z ≠ 0 := by
  filter_upwards [(tendsto_inversePropagator_div hS hx).eventually_ne
    (sub_ne_zero.mpr hs.symm)] with z hz h0
  exact hz (by rw [h0, zero_div])
```

The notation `∀ᶠ z in 𝓝[≠] x₀` means "for all $z \neq x_0$ sufficiently close to $x_0$". A quotient with nonzero limit $1-s$ is eventually nonzero, whereas a zero of $D$ would make it vanish. Close to $x_0$, the propagator is therefore a genuine reciprocal.

```lean
/-- Quasiparticle weight: if `x₀ = ε + S(x₀)` and the self-energy has complex slope `s ≠ 1`
at `x₀`, then `(z - x₀) G(z)` tends to `1 / (1 - s)` as `z` tends to `x₀` through other points. -/
theorem quasiparticle_weight {ε x₀ s : ℂ} {S : ℂ → ℂ}
    (hS : HasDerivAt S s x₀) (hx : x₀ = ε + S x₀) (hs : s ≠ 1) :
    Tendsto (fun z => (z - x₀) * propagator ε S z) (𝓝[≠] x₀) (𝓝 (1 / (1 - s))) := by
  rw [one_div]
  -- invert the limit of the difference quotient
  refine ((tendsto_inversePropagator_div hS hx).inv₀
    (sub_ne_zero.mpr hs.symm)).congr (fun z => ?_)
  rw [inv_div, propagator, mul_one_div]
```

This is the main theorem: under the three hypotheses, $(z-x_0)G(z)$ tends to $1/(1-s)$. The lemma `inv₀` passes the limit through the reciprocal, which is allowed because $1-s \neq 0$, and the last line identifies the inverted quotient with $(z-x_0)G(z)$. Differentiability at the single point $x_0$ suffices. The limit is a residue in the sense of complex analysis when $S$ is also analytic there.

## Divergence at slope one

```lean
/-- If the self-energy has slope exactly `1` at a solution `x₀` of the quasiparticle equation,
and the inverse propagator has no other zeros near `x₀`, then `|(z - x₀) G(z)|` grows without
bound as `z` tends to `x₀`. -/
theorem weight_diverges_of_slope_one {ε x₀ : ℂ} {S : ℂ → ℂ}
    (hS : HasDerivAt S 1 x₀) (hx : x₀ = ε + S x₀)
    (hne : ∀ᶠ z in 𝓝[≠] x₀, inversePropagator ε S z ≠ 0) :
    Tendsto (fun z => ‖(z - x₀) * propagator ε S z‖) (𝓝[≠] x₀) atTop := by
  have h := (tendsto_inversePropagator_div hS hx).norm
  rw [sub_self, norm_zero] at h
  -- the difference quotient tends to zero without reaching it
  have hpos : ∀ᶠ z in 𝓝[≠] x₀,
      ‖inversePropagator ε S z / (z - x₀)‖ ∈ Set.Ioi (0 : ℝ) := by
    filter_upwards [hne, self_mem_nhdsWithin] with z hz hzx
    exact norm_pos_iff.mpr (div_ne_zero hz (sub_ne_zero.mpr hzx))
  refine (tendsto_inv_nhdsGT_zero.comp (tendsto_nhdsWithin_iff.mpr ⟨h, hpos⟩)).congr
    (fun z => ?_)
  rw [Function.comp_apply, ← norm_inv, inv_div, propagator, mul_one_div]
```

Here `atTop` means growth beyond every real bound. The hypothesis `hne` excludes cases such as $S(z)=z-\varepsilon$, where the inverse propagator vanishes identically and there is no propagator to discuss.

The proof takes the norm of the difference quotient, which tends to $0$. By `hpos` it stays strictly positive near $x_0$, so it approaches zero from the right, and `tendsto_inv_nhdsGT_zero` says that its reciprocal diverges.

## Pole plus background in Lean

```lean
/-- Peak and background: if the self-energy is analytic at a solution `x₀` of the quasiparticle
equation and its slope there is not `1`, then at all `z ≠ x₀` near `x₀` the propagator is the pole
`Z / (z - x₀)` with `Z = 1 / (1 - S'(x₀))` plus a part that is analytic at `x₀`. -/
theorem propagator_eq_pole_add_background {ε x₀ : ℂ} {S : ℂ → ℂ}
    (hS : AnalyticAt ℂ S x₀) (hx : x₀ = ε + S x₀) (hs : deriv S x₀ ≠ 1) :
    ∃ R : ℂ → ℂ, AnalyticAt ℂ R x₀ ∧ ∀ᶠ z in 𝓝[≠] x₀,
      propagator ε S z = 1 / (1 - deriv S x₀) / (z - x₀) + R z := by
  have hS' := hS.differentiableAt.hasDerivAt
  have h0 : inversePropagator ε S x₀ = 0 := by
    unfold inversePropagator
    linear_combination hx
  -- difference quotients of analytic functions are analytic
  have hd : ∀ f : ℂ → ℂ, AnalyticAt ℂ f x₀ → AnalyticAt ℂ (dslope f x₀) x₀ := by
    intro f hf
    have hU : {z | AnalyticAt ℂ f z} ∈ 𝓝 x₀ := hf.eventually_analyticAt
    have hf' : DifferentiableOn ℂ f {z | AnalyticAt ℂ f z} := fun z hz =>
      (show AnalyticAt ℂ f z from hz).differentiableAt.differentiableWithinAt
    exact ((Complex.differentiableOn_dslope hU).mpr hf').analyticAt hU
  have hD : AnalyticAt ℂ (inversePropagator ε S) x₀ := by
    have h : AnalyticAt ℂ (fun z => z - ε - S z) x₀ := by fun_prop
    exact h
  have hval : dslope (inversePropagator ε S) x₀ x₀ = 1 - deriv S x₀ := by
    rw [dslope_same, (hasDerivAt_inversePropagator hS').deriv]
  have hk : AnalyticAt ℂ (fun z => (dslope (inversePropagator ε S) x₀ z)⁻¹) x₀ :=
    (hd _ hD).inv (by rw [hval]; exact sub_ne_zero.mpr hs.symm)
  -- the background is the difference quotient of `(z - x₀) G(z)`
  refine ⟨_, hd _ hk, ?_⟩
  filter_upwards [inversePropagator_ne_zero_near hS' hx hs, self_mem_nhdsWithin] with z hz hzx
  have hzx' : z ≠ x₀ := hzx
  have hw : z - x₀ ≠ 0 := sub_ne_zero.mpr hzx'
  have h1 : (z - x₀) / inversePropagator ε S z / (z - x₀)
      = 1 / inversePropagator ε S z := by
    field_simp
  rw [dslope_of_ne _ hzx', slope_def_field, hval, dslope_of_ne _ hzx', slope_def_field,
    h0, sub_zero, inv_div, sub_div, h1, propagator]
  ring
```

The slope is now written `deriv S x₀`, since analyticity guarantees that the derivative exists. The theorem provides a function `R`, analytic at $x_0$, such that the decomposition holds at all nearby points other than $x_0$.

Division by $z-x_0$ is carried out with `dslope`, the difference quotient completed at $x_0$ by the derivative. The step `hd` shows that this operation keeps a function analytic at $x_0$. Applied to the inverse propagator it gives $q$, and `hval` records $q(x_0)=1-s$. The step `hk` establishes that $k=1/q$ is analytic, and applying `dslope` to $k$ gives the background $R$. The closing lines expand both quotients at a point $z \neq x_0$ with $D(z)\neq 0$ and check the identity by algebra.

## The two-level weight in Lean

```lean
/-- A level `ε` coupled to a level `d` by the same matrix element `v` in both directions has
self-energy `v² / (z - d)`. At a solution `x₀ ≠ d` of its quasiparticle equation with
`(x₀ - d)² + v² ≠ 0`, the weight is `(x₀ - d)² / ((x₀ - d)² + v²)`. -/
theorem two_level_weight {ε d v x₀ : ℂ} (hd : x₀ ≠ d)
    (hx : x₀ = ε + v ^ 2 / (x₀ - d)) (hn : (x₀ - d) ^ 2 + v ^ 2 ≠ 0) :
    Tendsto (fun z => (z - x₀) * propagator ε (fun w => v ^ 2 / (w - d)) z) (𝓝[≠] x₀)
      (𝓝 ((x₀ - d) ^ 2 / ((x₀ - d) ^ 2 + v ^ 2))) := by
  have hw : x₀ - d ≠ 0 := sub_ne_zero.mpr hd
  have hw2 : (x₀ - d) ^ 2 ≠ 0 := pow_ne_zero 2 hw
  have hS : HasDerivAt (fun w => v ^ 2 / (w - d)) (-v ^ 2 / (x₀ - d) ^ 2) x₀ :=
    ((hasDerivAt_const x₀ (v ^ 2)).fun_div ((hasDerivAt_id' x₀).sub_const d) hw).congr_deriv
      (by ring)
  have hs : -v ^ 2 / (x₀ - d) ^ 2 ≠ 1 := by
    intro h
    rw [div_eq_iff hw2] at h
    exact hn (by linear_combination -h)
  -- rewrite `1 / (1 - s)` as the stated fraction
  have hZ : 1 - -v ^ 2 / (x₀ - d) ^ 2 = ((x₀ - d) ^ 2 + v ^ 2) / (x₀ - d) ^ 2 := by
    rw [eq_div_iff hw2, sub_mul, div_mul_cancel₀ _ hw2]
    ring
  have h := quasiparticle_weight hS hx hs
  rwa [hZ, one_div_div] at h

end

end QuasiparticleResidue
```

The parameters are complex, and the self-energy contains `v ^ 2`, not $|v|^2$; the two agree for real $v$. The eigenvector reading above is for real $\varepsilon$, $d$ and $v$. The hypothesis `hn` rules out slope one, which can occur for complex parameters when the two solutions of the quasiparticle equation merge.

In the proof, `hS` computes the slope by the quotient rule, `hs` uses `hn` to show that it differs from $1$, and `hZ` puts $1-s$ over a common denominator. The main theorem then gives the limit, and `one_div_div` inverts the fraction.

```lean
#print axioms QuasiparticleResidue.quasiparticle_weight
#print axioms QuasiparticleResidue.weight_diverges_of_slope_one
#print axioms QuasiparticleResidue.propagator_eq_pole_add_background
#print axioms QuasiparticleResidue.two_level_weight
```

```
'QuasiparticleResidue.quasiparticle_weight' depends on axioms: [propext, Classical.choice, Quot.sound]
'QuasiparticleResidue.weight_diverges_of_slope_one' depends on axioms: [propext, Classical.choice, Quot.sound]
'QuasiparticleResidue.propagator_eq_pole_add_background' depends on axioms: [propext, Classical.choice, Quot.sound]
'QuasiparticleResidue.two_level_weight' depends on axioms: [propext, Classical.choice, Quot.sound]
```
